# Lower bound −Z²/2, in atomic units, on the energy of a normalised trial function in the image potential −Z/z, vanishing at both ends of an interval above the surface

The theorem concerns one particle in one dimension, at height z above a surface, with potential energy −Z/z in atomic units and Z any real number. The trial function u is real, has a continuous derivative u′ on an interval [a, b] with 0 < a ≤ b, and is zero at both ends. It need not be normalised, so the claim is that the integral of u′²/2 − (Z/z)u² is at least −Z²/2 times the integral of u²; for normalised u the energy is at least −Z²/2. The proof subtracts from the energy density both −(Z²/2)u² and the total derivative of (1/z − Z)u²/2, which integrates to zero, and what remains is half the square of u′ − (1/z − Z)u, which is never negative.

As first written in Lean, the proof fails:

```lean
import Mathlib

open MeasureTheory Set

namespace ImagePotential

noncomputable section

/-- A trial function that vanishes at both ends of an interval above the surface has an energy of at
least `-Z²/2` times its squared norm. -/
theorem energy_lower_bound (Z : ℝ) {a b : ℝ} (ha : 0 < a) (hab : a ≤ b) {u u' : ℝ → ℝ}
    (hu : ∀ z ∈ Icc a b, HasDerivAt u (u' z) z) (hc : ContinuousOn u' (Icc a b))
    (hua : u a = 0) (hub : u b = 0) :
    -(Z ^ 2 / 2) * ∫ z in a..b, u z ^ 2 ≤
      ∫ z in a..b, (u' z ^ 2 / 2 - Z / z * u z ^ 2) := by
  have hne : ∀ z ∈ Icc a b, z ≠ 0 := fun z hz => (ha.trans_le hz.1).ne'
  have cu : ContinuousOn u (Icc a b) :=
    fun z hz => (hu z hz).continuousAt.continuousWithinAt
  have ci : ContinuousOn (fun z : ℝ => z⁻¹) (Icc a b) := continuousOn_id.inv₀ hne
  have iU : IntervalIntegrable (fun z => -(Z ^ 2 / 2) * u z ^ 2) volume a b :=
    (continuousOn_const.mul (cu.pow 2)).intervalIntegrable_of_Icc hab
  have iG : IntervalIntegrable (fun z => -(z⁻¹ ^ 2) * u z ^ 2 / 2 +
      (z⁻¹ - Z) * (u z * u' z)) volume a b :=
    ((((ci.pow 2).neg.mul (cu.pow 2)).div_const 2).add
      ((ci.sub continuousOn_const).mul (cu.mul hc))).intervalIntegrable_of_Icc hab
  have iE : IntervalIntegrable (fun z => u' z ^ 2 / 2 - Z / z * u z ^ 2) volume a b :=
    (((hc.pow 2).div_const 2).sub
      ((continuousOn_const.div continuousOn_id hne).mul
        (cu.pow 2))).intervalIntegrable_of_Icc hab
  -- the total derivative of (1/z - Z) u²/2 integrates to zero
  have ftc : ∫ z in a..b, (-(z⁻¹ ^ 2) * u z ^ 2 / 2 + (z⁻¹ - Z) * (u z * u' z)) = 0 := by
    have hF : ∀ z ∈ uIcc a b, HasDerivAt (fun y => (y⁻¹ - Z) * (u y * u y) / 2)
        (-(z⁻¹ ^ 2) * u z ^ 2 / 2 + (z⁻¹ - Z) * (u z * u' z)) z := by
      intro z hz
      rw [uIcc_of_le hab] at hz
      have h := (((hasDerivAt_inv (hne z hz)).sub_const Z).fun_mul
        ((hu z hz).fun_mul (hu z hz))).div_const 2
      exact h.congr_deriv (by ring)
    rw [intervalIntegral.integral_eq_sub_of_hasDerivAt hF iG]
    simp [hua, hub]
  -- what is left over is a complete square
  have m := intervalIntegral.integral_mono_on hab (iU.add iG) iE (fun z _ => by
    have h : 0 ≤ (u' z - (z⁻¹ - Z) * u z) ^ 2 / 2 := by positivity
    refine sub_nonneg.mp (le_of_le_of_eq h ?_)
    simp only [Pi.add_apply]
    ring)
  simp only [Pi.add_apply] at m
  rw [intervalIntegral.integral_add iU iG, intervalIntegral.integral_const_mul, ftc] at m
  linarith

end

end ImagePotential
```

The error:

```
Main.lean:45:4: error: `simp` made no progress
Main.lean:47:2: error: `simp` made no progress
```

Both errors have the same cause. `Pi.add_apply` rewrites a sum of functions applied to a point, `(f + g) x`, as the sum of values `f x + g x`. The two `simp only` calls expect the integrand that comes from `iU.add iG` to have the first form. It is already in the second, a function whose value at each `z` is written out as a sum, so the lemma finds nothing to rewrite. Lean treats a `simp` call that changes nothing as an error, which is what each message reports.

The repair deletes both calls. Inside the pointwise inequality, `ring` can prove the complete-square identity from the goal as it stands. After it, `m` already has the shape that `intervalIntegral.integral_add` needs to split the integral, so the `rw` goes through and `linarith` finishes the proof.

The mended proof, as a diff:

```diff
@@ -43,7 +43,5 @@
     have h : 0 ≤ (u' z - (z⁻¹ - Z) * u z) ^ 2 / 2 := by positivity
     refine sub_nonneg.mp (le_of_le_of_eq h ?_)
-    simp only [Pi.add_apply]
     ring)
-  simp only [Pi.add_apply] at m
   rw [intervalIntegral.integral_add iU iG, intervalIntegral.integral_const_mul, ftc] at m
   linarith
```
